# Filling normalised, overlapping atomic orbitals with D = 1 keeps the electron count but violates DSD = D

A density matrix is taken here to be \(D = CC^\dagger\), where the columns of \(C\) are the coefficients of the filled orbitals, whether or not those orbitals are orthonormal. This lets the atomic guess and the exact filled band be compared as two choices of \(C\). The atomic orbitals are normalised, with overlap matrix \(S\), and idempotency of \(D\) means \(DSD=D\), which is \(D^2=D\) only when \(S=1\). The type `n` labels the basis orbitals and `m` the filled ones, with one electron per filled orbital.

In Lean 4 with Mathlib:

```lean
import Mathlib

open Matrix Finset
open scoped ComplexOrder

namespace SuperposedAtomicGuess

noncomputable section

variable {n m : Type*} [Fintype n] [DecidableEq n] [Fintype m]

/-- The density matrix `C Cᴴ` of filled orbitals whose coefficients are the columns of `C`. -/
def density (C : Matrix n m ℂ) : Matrix n n ℂ := C * Cᴴ
```

Filling each atomic orbital as if it stood alone means \(C = 1\).

```lean
/-- The initial guess that fills every atomic orbital as if it stood alone. -/
def atomicGuess (n : Type*) [Fintype n] [DecidableEq n] : Matrix n n ℂ :=
  density (1 : Matrix n n ℂ)
```

In a basis with overlap matrix \(S\), the occupations are the eigenvalues of \(DS\). For orthonormal filled orbitals they are 0 or 1. `IsOccupation` asks for a real eigenvalue with a nonzero eigenvector.

```lean
/-- The real number `μ` is an occupation of the density matrix `D` in the overlap `S`:
an eigenvalue of `D S`. -/
def IsOccupation (D S : Matrix n n ℂ) (μ : ℝ) : Prop :=
  ∃ v : n → ℂ, v ≠ 0 ∧ (D * S) *ᵥ v = (μ : ℂ) • v
```

The energy is that of non-interacting electrons in a fixed Hamiltonian \(H\), namely \(\mathrm{Tr}(DH)\). This is real for Hermitian matrices, and the definition takes the real part to get a real number.

```lean
/-- The band energy, the real part of `Tr (D H)`. -/
def bandEnergy (D H : Matrix n n ℂ) : ℝ := (trace (D * H)).re
```

The two-site example has normalised orbitals with overlap \(s\), on-site energy \(a\) and coupling \(b\), all real:
\[
S=\begin{pmatrix}1&s\\s&1\end{pmatrix},\qquad H=\begin{pmatrix}a&b\\b&a\end{pmatrix}.
\]

```lean
/-- The overlap matrix of two normalized orbitals with real overlap `s`. -/
def overlap (s : ℝ) : Matrix (Fin 2) (Fin 2) ℂ := !![1, (s : ℂ); (s : ℂ), 1]

/-- The Hamiltonian of two equal sites with on-site energy `a` and coupling `b`. -/
def hamiltonian (a b : ℝ) : Matrix (Fin 2) (Fin 2) ℂ :=
  !![(a : ℂ), (b : ℂ); (b : ℂ), (a : ℂ)]
```

## The guess and the exact band

With \(C=1\), \(D = 1\cdot 1^\dagger = 1\).

```lean
/-- The density matrix of the atomic guess is the identity. -/
theorem atomicGuess_eq_one : atomicGuess n = 1 := by
  simp [atomicGuess, density]
```

If the band is full, \(C\) is square, and orthonormality reads \(C^\dagger S C = 1\). So \(C^\dagger S\) is a left inverse of \(C\), hence also a right inverse: \(CC^\dagger S = 1\), and \(D = S^{-1}\) whatever \(H\) is. The lemma `mul_eq_one_comm` makes the exchange of sides.

```lean
/-- If as many orbitals as there are basis functions are filled, and they are orthonormal
in the overlap `S`, their density matrix is `S⁻¹`. -/
theorem filledBand_density {S C : Matrix n n ℂ} (hC : Cᴴ * S * C = 1) :
    density C = S⁻¹ := by
  -- a one-sided inverse of a square matrix is two-sided
  have h : C * (Cᴴ * S) = 1 := mul_eq_one_comm.mp hC
  rw [← Matrix.mul_assoc] at h
  exact (Matrix.inv_eq_left_inv h).symm
```

## Occupations on both sides of 1

The eigenvalues of a Hermitian matrix \(A\) with zero trace sum to zero. If \(A \neq 0\), they do not all vanish, so at least one is positive. The proof takes the eigenvalues and eigenvectors from the spectral theorem.

```lean
/-- A nonzero Hermitian matrix with zero trace has a positive eigenvalue. -/
theorem exists_pos_eigenvalue {A : Matrix n n ℂ} (hA : A.IsHermitian)
    (ht : trace A = 0) (h0 : A ≠ 0) :
    ∃ e : ℝ, 0 < e ∧ ∃ v : n → ℂ, v ≠ 0 ∧ A *ᵥ v = (e : ℂ) • v := by
  have hsum : ∑ i, hA.eigenvalues i = 0 := by
    have h := hA.trace_eq_sum_eigenvalues
    rw [ht] at h
    have h' : ((∑ i, hA.eigenvalues i : ℝ) : ℂ) = 0 := by
      rw [Complex.ofReal_sum]
      exact h.symm
    exact_mod_cast h'
  have hne : ∃ i ∈ univ, hA.eigenvalues i ≠ 0 := by
    by_contra! hc
    exact h0 (hA.eigenvalues_eq_zero_iff.mp (funext fun i => hc i (mem_univ i)))
  -- real numbers that sum to zero and do not all vanish include a positive one
  obtain ⟨i, _, hi⟩ := Finset.exists_pos_of_sum_zero_of_exists_nonzero _ hsum hne
  refine ⟨_, hi, (hA.eigenvectorBasis i).ofLp, ?_, ?_⟩
  · intro h
    exact hA.eigenvectorBasis.orthonormal.ne_zero i (by ext j; exact congrFun h j)
  · rw [hA.mulVec_eigenvectorBasis i]
    ext j
    simp
```

Now let \(S\) be positive definite with \(S_{ii}=1\) and \(S\neq 1\), which requires at least two orbitals. Then \(\mathrm{Tr}(DS)=\mathrm{Tr}\,S\) is the number of orbitals, the correct electron count.

The matrix \(S-1\) is traceless and nonzero, so \((S-1)v = ev\) with \(e>0\), and \(\mu = 1+e\) is an occupation above 1. The same argument for \(1-S\), with its own \(e>0\) and \(v\), gives \(\nu = 1-e<1\). Positive definiteness gives
\[
0 < v^\dagger S v = \nu\, v^\dagger v ,
\]
so \(\nu>0\). Finally, \(DSD = S \neq 1 = D\), which is the hypothesis `h1` itself.

```lean
/-- For a positive definite overlap with unit diagonal, other than the identity, the atomic
guess has the right electron number, yet one occupation exceeds 1, another lies strictly
between 0 and 1, and the density matrix is not idempotent in the overlap metric. -/
theorem atomicGuess_not_idempotent {S : Matrix n n ℂ} (hS : S.PosDef)
    (hd : ∀ i, S i i = 1) (h1 : S ≠ 1) :
    trace (atomicGuess n * S) = Fintype.card n ∧
    (∃ μ : ℝ, 1 < μ ∧ IsOccupation (atomicGuess n) S μ) ∧
    (∃ ν : ℝ, 0 < ν ∧ ν < 1 ∧ IsOccupation (atomicGuess n) S ν) ∧
    atomicGuess n * S * atomicGuess n ≠ atomicGuess n := by
  simp only [IsOccupation, atomicGuess_eq_one, one_mul, mul_one]
  have htr : trace S = Fintype.card n := by simp [Matrix.trace, hd]
  refine ⟨htr, ?_, ?_, h1⟩
  · -- the traceless matrix S - 1 has a positive eigenvalue
    obtain ⟨e, he, v, hv, h⟩ := exists_pos_eigenvalue (hS.isHermitian.sub isHermitian_one)
      (by rw [trace_sub, htr, trace_one, sub_self]) (sub_ne_zero.mpr h1)
    rw [sub_mulVec, one_mulVec] at h
    refine ⟨1 + e, by linarith, v, hv, ?_⟩
    rw [Complex.ofReal_add, Complex.ofReal_one, add_smul, one_smul, ← h]
    abel
  · -- and so has 1 - S
    obtain ⟨e, he, v, hv, h⟩ := exists_pos_eigenvalue (isHermitian_one.sub hS.isHermitian)
      (by rw [trace_sub, htr, trace_one, sub_self]) (sub_ne_zero.mpr h1.symm)
    rw [sub_mulVec, one_mulVec] at h
    have hev : S *ᵥ v = ((1 - e : ℝ) : ℂ) • v := by
      rw [Complex.ofReal_sub, Complex.ofReal_one, sub_smul, one_smul, ← h]
      abel
    refine ⟨1 - e, ?_, by linarith, v, hv, hev⟩
    -- positive definiteness keeps the lower occupation positive
    have hp := hS.dotProduct_mulVec_pos hv
    rw [hev, dotProduct_smul, smul_eq_mul] at hp
    have hq : 0 ≤ star v ⬝ᵥ v := dotProduct_star_self_nonneg v
    by_contra hc
    have hc' : ((1 - e : ℝ) : ℂ) ≤ 0 := by exact_mod_cast not_lt.mp hc
    exact not_lt_of_ge (mul_nonpos_of_nonpos_of_nonneg hc' hq) hp
```

Positive semidefiniteness would not be enough for the lower occupation. At \(s=1\) the two-site overlap has eigenvalues 2 and 0, and none strictly between 0 and 1.

The size of the violation follows from \(S_{ji}=\overline{S_{ij}}\):
\[
\mathrm{Tr}(DSDS)-\mathrm{Tr}(DS)=\sum_{i,j}|S_{ij}|^2-\sum_i 1=\sum_i\sum_{j\neq i}|S_{ij}|^2 .
\]
Each pair of orbitals is counted twice. In the code, `add_sum_erase` separates the diagonal term, which then cancels.

```lean
/-- For a Hermitian overlap with unit diagonal, the trace of the idempotency error `D S D S - D S`
of the atomic guess is the sum of the squared moduli of all off-diagonal overlaps. -/
theorem idempotency_error {S : Matrix n n ℂ} (hS : S.IsHermitian) (hd : ∀ i, S i i = 1) :
    trace (atomicGuess n * S * atomicGuess n * S) - trace (atomicGuess n * S) =
      ∑ i, ∑ j ∈ univ.erase i, ((‖S i j‖ ^ 2 : ℝ) : ℂ) := by
  simp only [atomicGuess_eq_one, one_mul, mul_one, Matrix.trace, diag_apply, mul_apply]
  rw [← Finset.sum_sub_distrib]
  refine Finset.sum_congr rfl fun i _ => ?_
  have hj : ∀ j, S i j * S j i = ((‖S i j‖ ^ 2 : ℝ) : ℂ) := by
    intro j
    rw [← hS.apply j i, ← starRingEnd_apply, Complex.mul_conj, Complex.normSq_eq_norm_sq]
  simp only [hj]
  -- the diagonal term cancels against the electron number
  rw [← Finset.add_sum_erase univ _ (mem_univ i)]
  simp [hd]
```

## Two sites

For \(0<s<1\) the two-site overlap meets the hypotheses above. Positive definiteness follows from
\[
S=(1-s)\,1+B^\dagger B,\qquad B=\begin{pmatrix}\sqrt s&\sqrt s\\0&0\end{pmatrix},
\]
a positive definite matrix plus a positive semidefinite one.

```lean
/-- The two-site overlap matrix with `0 < s < 1` is positive definite, has unit diagonal
and is not the identity. -/
theorem overlap_witness {s : ℝ} (hs : 0 < s) (hs1 : s < 1) :
    (overlap s).PosDef ∧ (∀ i, overlap s i i = 1) ∧ overlap s ≠ 1 := by
  refine ⟨?_, ?_, ?_⟩
  · have h : (√s : ℂ) * (√s : ℂ) = (s : ℂ) := by
      exact_mod_cast Real.mul_self_sqrt hs.le
    -- split off a positive multiple of the identity
    have hsplit : overlap s = diagonal (fun _ => ((1 - s : ℝ) : ℂ)) +
        (!![(√s : ℂ), (√s : ℂ); 0, 0])ᴴ * !![(√s : ℂ), (√s : ℂ); 0, 0] := by
      ext i j
      fin_cases i <;> fin_cases j <;>
        simp [overlap, Matrix.mul_apply, Fin.sum_univ_succ, h]
    rw [hsplit]
    refine PosDef.add_posSemidef (posDef_diagonal_iff.mpr fun _ => ?_)
      (posSemidef_conjTranspose_mul_self _)
    exact_mod_cast sub_pos.mpr hs1
  · intro i
    fin_cases i <;> simp [overlap]
  · intro h
    have h01 := congrFun (congrFun h 0) 1
    simp [overlap] at h01
    exact hs.ne' h01
```

The exact energy uses the explicit inverse, confirmed entry by entry with \(c=(1-s^2)^{-1}\):
\[
S^{-1}=\frac{1}{1-s^2}\begin{pmatrix}1&-s\\-s&1\end{pmatrix},\qquad
\mathrm{Tr}(S^{-1}H)=\frac{2(a-bs)}{1-s^2}.
\]

```lean
/-- For two sites with overlap `0 < s < 1`, the density matrix `S⁻¹` of the filled band
has the energy `2 (a - b s) / (1 - s²)`. -/
theorem filledBand_energy (a b : ℝ) {s : ℝ} (hs : 0 < s) (hs1 : s < 1) :
    bandEnergy (overlap s)⁻¹ (hamiltonian a b) = 2 * (a - b * s) / (1 - s ^ 2) := by
  have hpos : 0 < 1 - s ^ 2 := by nlinarith
  obtain ⟨c, hc⟩ : ∃ c : ℝ, c = (1 - s ^ 2)⁻¹ := ⟨_, rfl⟩
  have hcr : c * (1 - s ^ 2) = 1 := by rw [hc]; exact inv_mul_cancel₀ hpos.ne'
  have hcc : (c : ℂ) * (1 - (s : ℂ) ^ 2) = 1 := by exact_mod_cast hcr
  have hinv : (overlap s)⁻¹ = !![(c : ℂ), -(c * s : ℂ); -(c * s : ℂ), (c : ℂ)] := by
    apply Matrix.inv_eq_right_inv
    have e1 : (1 : ℂ) * c + s * -(c * s) = 1 := by linear_combination hcc
    have e2 : (1 : ℂ) * -(c * s) + s * c = 0 := by ring
    have e3 : (s : ℂ) * c + 1 * -(c * s) = 0 := by ring
    have e4 : (s : ℂ) * -(c * s) + 1 * c = 1 := by linear_combination hcc
    rw [overlap, Matrix.mul_fin_two, e1, e2, e3, e4, Matrix.one_fin_two]
  have htr : trace ((overlap s)⁻¹ * hamiltonian a b) =
      ((2 * c * (a - b * s) : ℝ) : ℂ) := by
    rw [hinv, hamiltonian, Matrix.mul_fin_two, Matrix.trace_fin_two_of]
    push_cast
    ring
  rw [bandEnergy, htr, Complex.ofReal_re, hc]
  ring
```

The guess has energy \(\mathrm{Tr}\,H = 2a\), so
\[
\mathrm{Tr}(S^{-1}H)-2a=\frac{2s(as-b)}{1-s^2},
\]
which is positive exactly when \(b<as\). The proof clears the positive denominator with `lt_div_iff₀`, and `nlinarith` settles each direction from the sign of \(s(as-b)\).

```lean
/-- For two sites with overlap `0 < s < 1`, the atomic guess lies below the exact
filled-band energy if and only if `b < a s`. -/
theorem atomicGuess_energy_lt_iff (a b : ℝ) {s : ℝ} (hs : 0 < s) (hs1 : s < 1) :
    bandEnergy (atomicGuess (Fin 2)) (hamiltonian a b) <
      bandEnergy (overlap s)⁻¹ (hamiltonian a b) ↔ b < a * s := by
  have hpos : 0 < 1 - s ^ 2 := by nlinarith
  have hguess : bandEnergy (atomicGuess (Fin 2)) (hamiltonian a b) = 2 * a := by
    rw [bandEnergy, atomicGuess_eq_one, one_mul, hamiltonian, Matrix.trace_fin_two_of,
      Complex.add_re, Complex.ofReal_re]
    ring
  rw [hguess, filledBand_energy a b hs hs1, lt_div_iff₀ hpos]
  -- the energy difference has the sign of s (a s - b)
  constructor
  · intro h
    by_contra hc
    nlinarith [mul_nonneg hs.le (sub_nonneg.mpr (not_lt.mp hc))]
  · intro h
    nlinarith [mul_pos hs (sub_pos.mpr h)]

end

end SuperposedAtomicGuess
```

The condition \(b<as\) says that the in-phase orbital, at \((a+b)/(1+s)\), lies below the out-of-phase one, at \((a-b)/(1-s)\). The guess gives them occupations \(1+s\) and \(1-s\), overfilling the lower level. An energy below the exact one therefore does not contradict the variational principle, which assumes occupations of at most 1. Only this energy comparison rests on the non-interacting model with fixed \(H\). The occupations follow from \(D\) and \(S\) alone, so in an SCF calculation started from superposed filled atoms, too, a correct electron count does not by itself make the starting density matrix a valid one.

```lean
#print axioms SuperposedAtomicGuess.filledBand_density
-- 'SuperposedAtomicGuess.filledBand_density' depends on axioms: [propext, Classical.choice, Quot.sound]
#print axioms SuperposedAtomicGuess.atomicGuess_not_idempotent
-- 'SuperposedAtomicGuess.atomicGuess_not_idempotent' depends on axioms: [propext, Classical.choice, Quot.sound]
#print axioms SuperposedAtomicGuess.idempotency_error
-- 'SuperposedAtomicGuess.idempotency_error' depends on axioms: [propext, Classical.choice, Quot.sound]
#print axioms SuperposedAtomicGuess.atomicGuess_energy_lt_iff
-- 'SuperposedAtomicGuess.atomicGuess_energy_lt_iff' depends on axioms: [propext, Classical.choice, Quot.sound]
```
